# Recovering a class function on a finite group from its cyclic subgroups

Suppose a program treats a molecule of symmetry $C_{3v}$ in the subgroup $C_s$ and afterwards tries to restore the full label of a pair of orbitals. The irrep $\mathrm{E}$ and the sum $\mathrm{A}_1\oplus\mathrm{A}_2$ both have trace 2 on the identity and 0 on a reflection. The restriction to $C_s$ therefore cannot tell a degenerate $\mathrm{E}$ pair from an $\mathrm{A}_1$ and an $\mathrm{A}_2$ orbital that happen to lie close together. The missing information is the trace on a threefold rotation, $-1$ in one case and $2$ in the other.

Restricting to every cyclic subgroup removes the ambiguity, but putting the pieces together again needs care. If the restrictions of $\mathrm{E}$ are induced back to $C_{3v}$ and simply added, the result is 34 on the identity, $-2$ on each rotation and 0 on each reflection, which is not a multiple of the character $(2,-1,0)$. Artin induction supplies the weights that make the sum come out right.

## The weighted sum over cyclic subgroups

Let $G$ be a finite group of order $|G|$. A class function is a function $\chi:G\to\mathbb C$ with $\chi(x^{-1}gx)=\chi(g)$ for all $x,g\in G$. For a subgroup $H$, write $\mathrm{Res}_H\chi$ for the restriction of $\chi$ to $H$. A function $\psi$ on $H$ is induced to $G$ by

$$
(\mathrm{Ind}_H\psi)(g)=\frac1{|H|}\sum_{\substack{x\in G\\ x^{-1}gx\in H}}\psi(x^{-1}gx).
$$

Write $\langle c\rangle$ for the subgroup generated by $c$. For a cyclic subgroup $C$, let $\theta_C(c)=|C|$ if $\langle c\rangle=C$, and $\theta_C(c)=0$ for the other elements of $C$. Then every class function satisfies

$$
|G|\,\chi=\sum_{C\ \text{cyclic}}\mathrm{Ind}_C(\theta_C\cdot\mathrm{Res}_C\chi).
$$

There is also a version without $\theta_C$. Integers $a_C$ exist, depending on $G$ alone, such that

$$
|G|\,\chi=\sum_{C\ \text{cyclic}}a_C\,\mathrm{Ind}_C(\mathrm{Res}_C\chi)
$$

for every class function $\chi$.

## Symmetry labels from subgroup data

For a molecule with a finite point group, a code that assigns irreps to a complete degenerate orbital level from traces in subgroups relies on those traces fixing the character of the full group. They do so if every cyclic subgroup has a conjugate contained in at least one of the subgroups used. In $C_{3v}$, the subgroup $C_3$ and a single $C_s$ are enough.

The identity can also serve as a test of routines for descent and ascent in symmetry, since an error in the normalisation of the induced function or in the list of subgroups will generally spoil it. The sum runs over subgroups and not over generators: a loop over group elements that collects $\langle g\rangle$ without removing duplicates counts $C_3$ twice.

## Exchanging subgroups and conjugates

Fix $g\in G$ and a cyclic subgroup $C$. By the definition of induction,

$$
\mathrm{Ind}_C(\theta_C\cdot\mathrm{Res}_C\chi)(g)
=\frac1{|C|}\sum_{\substack{x\in G\\ x^{-1}gx\in C}}\theta_C(x^{-1}gx)\,\chi(x^{-1}gx).
$$

Only those $x$ for which $x^{-1}gx$ generates $C$ contribute. For them $\theta_C=|C|$ cancels the prefactor, and $\chi(x^{-1}gx)=\chi(g)$. Hence

$$
\mathrm{Ind}_C(\theta_C\cdot\mathrm{Res}_C\chi)(g)
=\sum_{\substack{x\in G\\ \langle x^{-1}gx\rangle=C}}\chi(g).
$$

Now sum over $C$ and exchange the two sums. For each $x$, the element $x^{-1}gx$ generates exactly one cyclic subgroup, so each $x$ contributes $\chi(g)$ once:

$$
\sum_{C}\sum_{\substack{x\in G\\ \langle x^{-1}gx\rangle=C}}\chi(g)=\sum_{x\in G}\chi(g)=|G|\,\chi(g).
$$

For the integral version, define integer weights from larger subgroups to smaller ones by

$$
w_D=1-\sum_{\substack{E\ \text{cyclic}\\ E>D}}w_E ,
$$

where $D$ and $E$ are subgroups and $E>D$ means strict inclusion. The cyclic subgroups that contain an element $y$ are $\langle y\rangle$ itself and those strictly larger than it, so

$$
\sum_{\substack{D\ \text{cyclic}\\ y\in D}}w_D=w_{\langle y\rangle}+\sum_{\substack{E\ \text{cyclic}\\ E>\langle y\rangle}}w_E=1 .
$$

Set $a_D=|D|\,w_D$. The factor $|D|$ cancels the prefactor of the induction, and

$$
\sum_D a_D\,\mathrm{Ind}_D(\mathrm{Res}_D\chi)(g)
=\sum_{x\in G}\chi(g)\sum_{\substack{D\ \text{cyclic}\\ x^{-1}gx\in D}}w_D=|G|\,\chi(g).
$$

That the restrictions determine $\chi$ can be seen directly. Let $\chi$ and $\varphi$ be class functions that agree on some conjugate $t^{-1}Ct$ of each cyclic subgroup $C$. Given $g$, take $C=\langle g\rangle$ and the corresponding $t$. Then $\chi(g)=\chi(t^{-1}gt)=\varphi(t^{-1}gt)=\varphi(g)$.

## The irrep E of $C_{3v}$ in numbers

The group has order 6, and its cyclic subgroups are $\{e\}$, with $e$ the identity, $C_3$, and three copies of $C_s$. The character of $\mathrm{E}$ is $(2,-1,0)$ on the identity, the rotations and the reflections.

- On $\{e\}$, $\theta\chi=1\cdot2=2$. The induced function is $6\cdot2=12$ on the identity and zero elsewhere.
- On $C_3$, $\theta\chi$ is $0$ on the identity and $3\cdot(-1)=-3$ on both rotations. The induced function is $\tfrac13\cdot6\cdot(-3)=-6$ on the rotations and zero elsewhere.
- On each $C_s$, $\theta\chi$ is $0$ on the identity and $2\cdot0=0$ on the reflection, so nothing is added.

The total is $(12,-6,0)=6\,(2,-1,0)$.

For the integral version, $C_3$ and each $C_s$ have weight 1, and $\{e\}$ has weight $1-4=-3$. The coefficients $a_C$ are therefore 3 for $C_3$, 2 for each $C_s$ and $-3$ for $\{e\}$. The induced restrictions are $(4,-2,0)$, $(6,0,0)$ and $(12,0,0)$ respectively, and

$$
3\,(4,-2,0)+3\cdot2\,(6,0,0)-3\,(12,0,0)=(12,-6,0).
$$

## The Lean file

```lean
import Mathlib

open scoped Classical

namespace ArtinInduction

noncomputable section

variable {G : Type*} [Group G]

/-- A class function takes the same value on conjugate symmetry operations. -/
def IsClassFunction (χ : G → ℂ) : Prop := ∀ x g : G, χ (x⁻¹ * g * x) = χ g

/-- Descent in symmetry: the restriction of a function on `G` to the subgroup `H`. -/
def res (H : Subgroup G) (χ : G → ℂ) : H → ℂ := fun h => χ h

/-- The function `θ_C` on `C`: the order of `C` on each generator of `C`, zero elsewhere. -/
def theta (C : Subgroup G) : C → ℂ :=
  fun c => if Subgroup.zpowers (c : G) = C then (Nat.card C : ℂ) else 0

variable [Fintype G]

/-- Ascent in symmetry: the function on `G` induced from a function on the subgroup `H`. -/
def ind (H : Subgroup G) (ψ : H → ℂ) (g : G) : ℂ :=
  (Nat.card H : ℂ)⁻¹ * ∑ x : G, if h : x⁻¹ * g * x ∈ H then ψ ⟨x⁻¹ * g * x, h⟩ else 0

variable (G) in
/-- The finite set of subgroups generated by a single symmetry operation. -/
def cyclicSubgroups : Finset (Subgroup G) :=
  Finset.univ.image (fun g : G => Subgroup.zpowers g)

/-- The set `cyclicSubgroups G` consists of exactly the cyclic subgroups of `G`. -/
theorem mem_cyclicSubgroups (C : Subgroup G) : C ∈ cyclicSubgroups G ↔ IsCyclic C := by
  simp only [cyclicSubgroups, Finset.mem_image, Finset.mem_univ, true_and]
  constructor
  · rintro ⟨g, rfl⟩
    exact ⟨⟨g, Subgroup.mem_zpowers g⟩, fun ⟨x, k, hk⟩ => ⟨k, Subtype.ext hk⟩⟩
  · rintro ⟨⟨g, hg⟩, hs⟩
    refine ⟨g, le_antisymm (Subgroup.zpowers_le.mpr hg) fun x hx => ?_⟩
    obtain ⟨k, hk⟩ := hs ⟨x, hx⟩
    exact ⟨k, congrArg Subtype.val hk⟩

omit [Fintype G] in
/-- The trace of a matrix representation is a class function. -/
theorem isClassFunction_trace {n : Type*} [Fintype n] (D : G →* Matrix n n ℂ) :
    IsClassFunction (fun g => (D g).trace) := by
  intro x g
  show (D (x⁻¹ * g * x)).trace = (D g).trace
  rw [map_mul, map_mul, Matrix.trace_mul_comm, ← mul_assoc, ← map_mul, mul_inv_cancel,
    map_one, one_mul]

/-- Inducing `θ_C · Res χ` gives at `g` the value `χ g` once for each `x` such that
`x⁻¹ g x` generates `C`. -/
theorem ind_theta_mul_res {χ : G → ℂ} (hχ : IsClassFunction χ) (C : Subgroup G) (g : G) :
    ind C (fun c => theta C c * res C χ c) g =
      ∑ x : G, if Subgroup.zpowers (x⁻¹ * g * x) = C then χ g else 0 := by
  have hC : (Nat.card C : ℂ) ≠ 0 := Nat.cast_ne_zero.mpr Nat.card_pos.ne'
  unfold ind
  rw [Finset.mul_sum]
  refine Finset.sum_congr rfl fun x _ => ?_
  by_cases hz : Subgroup.zpowers (x⁻¹ * g * x) = C
  · have hm : x⁻¹ * g * x ∈ C :=
      (le_of_eq hz) (Subgroup.mem_zpowers (x⁻¹ * g * x))
    have ht : theta C ⟨x⁻¹ * g * x, hm⟩ = (Nat.card C : ℂ) := if_pos hz
    have hr : res C χ ⟨x⁻¹ * g * x, hm⟩ = χ g := hχ x g
    -- the order of `C` cancels the normalisation of the induced function
    rw [dif_pos hm, if_pos hz]
    beta_reduce
    rw [ht, hr, ← mul_assoc, inv_mul_cancel₀ hC, one_mul]
  · rw [if_neg hz]
    by_cases hm : x⁻¹ * g * x ∈ C
    · have ht : theta C ⟨x⁻¹ * g * x, hm⟩ = 0 := if_neg hz
      rw [dif_pos hm]
      beta_reduce
      rw [ht, zero_mul, mul_zero]
    · rw [dif_neg hm, mul_zero]

/-- Artin induction: the order of `G` times a class function `χ` is the sum over all cyclic
subgroups `C` of the functions induced from `θ_C · Res χ`. -/
theorem artin_induction {χ : G → ℂ} (hχ : IsClassFunction χ) (g : G) :
    (Nat.card G : ℂ) * χ g =
      ∑ C ∈ cyclicSubgroups G, ind C (fun c => theta C c * res C χ c) g := by
  refine Eq.trans ?_ (Finset.sum_congr rfl fun C _ => ind_theta_mul_res hχ C g).symm
  rw [Finset.sum_comm]
  -- every conjugate of `g` generates exactly one cyclic subgroup
  have h : ∀ x : G, (∑ C ∈ cyclicSubgroups G,
      if Subgroup.zpowers (x⁻¹ * g * x) = C then χ g else 0) = χ g := by
    intro x
    rw [Finset.sum_ite_eq, if_pos]
    exact Finset.mem_image_of_mem _ (Finset.mem_univ _)
  simp only [h, Finset.sum_const, Finset.card_univ, nsmul_eq_mul, Nat.card_eq_fintype_card]

variable (G) in
/-- The cyclic subgroups carry integer weights such that, for every symmetry operation, the
weights of the cyclic subgroups containing it add up to one. -/
theorem exists_cyclic_weights : ∃ a : Subgroup G → ℤ, ∀ x : G,
    (∑ D ∈ cyclicSubgroups G, if x ∈ D then a D else 0) = 1 := by
  have : Finite (Subgroup G) :=
    Finite.of_injective (fun H : Subgroup G => (H : Set G)) SetLike.coe_injective
  have wf : WellFounded (fun E D : Subgroup G => E > D) := wellFounded_gt
  -- define the weights recursively, from larger subgroups to smaller ones
  let F : (D : Subgroup G) → ((E : Subgroup G) → E > D → ℤ) → ℤ := fun D f =>
    1 - ∑ E ∈ cyclicSubgroups G, if h : D < E then f E h else 0
  obtain ⟨a, ha⟩ : ∃ a : Subgroup G → ℤ, ∀ D, a D =
      1 - ∑ E ∈ cyclicSubgroups G, if D < E then a E else 0 :=
    ⟨wf.fix F, fun D => (wf.fix_eq F D).trans (by simp only [F, dite_eq_ite])⟩
  refine ⟨a, fun x => ?_⟩
  have hx : Subgroup.zpowers x ∈ cyclicSubgroups G :=
    Finset.mem_image_of_mem _ (Finset.mem_univ x)
  -- split off the smallest subgroup containing `x`
  have hsplit : ∀ D : Subgroup G, (if x ∈ D then a D else 0) =
      (if D = Subgroup.zpowers x then a D else 0) +
        (if Subgroup.zpowers x < D then a D else 0) := by
    intro D
    by_cases h1 : D = Subgroup.zpowers x
    · have h2 : x ∈ D := (le_of_eq h1.symm) (Subgroup.mem_zpowers x)
      have h3 : ¬ Subgroup.zpowers x < D := fun h => h.ne h1.symm
      rw [if_pos h2, if_pos h1, if_neg h3, add_zero]
    · have h2 : x ∈ D ↔ Subgroup.zpowers x < D :=
        ⟨fun h => lt_of_le_of_ne (Subgroup.zpowers_le.mpr h) (Ne.symm h1),
          fun h => h.le (Subgroup.mem_zpowers x)⟩
      rw [if_neg h1, zero_add]
      exact if_congr h2 rfl rfl
  rw [Finset.sum_congr rfl fun D _ => hsplit D, Finset.sum_add_distrib,
    Finset.sum_ite_eq', if_pos hx]
  linarith [ha (Subgroup.zpowers x)]

variable (G) in
/-- Integral form: with integers `a C` that depend only on the group, the order of `G` times any
class function is the combination of its restrictions to cyclic subgroups, induced back to `G`. -/
theorem artin_induction_integral : ∃ a : Subgroup G → ℤ, ∀ χ : G → ℂ, IsClassFunction χ →
    ∀ g : G, (Nat.card G : ℂ) * χ g =
      ∑ C ∈ cyclicSubgroups G, (a C : ℂ) * ind C (res C χ) g := by
  obtain ⟨a, ha⟩ := exists_cyclic_weights G
  refine ⟨fun D => a D * (Nat.card D : ℤ), fun χ hχ g => ?_⟩
  have h1 : ∀ D : Subgroup G, ((a D * (Nat.card D : ℤ) : ℤ) : ℂ) * ind D (res D χ) g =
      ∑ x : G, if x⁻¹ * g * x ∈ D then (a D : ℂ) * χ g else 0 := by
    intro D
    have hD : (Nat.card D : ℂ) ≠ 0 := Nat.cast_ne_zero.mpr Nat.card_pos.ne'
    unfold ind
    rw [Int.cast_mul, Int.cast_natCast, mul_assoc, ← mul_assoc (Nat.card D : ℂ),
      mul_inv_cancel₀ hD, one_mul, Finset.mul_sum]
    refine Finset.sum_congr rfl fun x _ => ?_
    by_cases h : x⁻¹ * g * x ∈ D
    · have hr : res D χ ⟨x⁻¹ * g * x, h⟩ = χ g := hχ x g
      rw [dif_pos h, if_pos h, hr]
    · rw [dif_neg h, if_neg h, mul_zero]
  refine Eq.trans ?_ (Finset.sum_congr rfl fun D _ => h1 D).symm
  rw [Finset.sum_comm]
  -- the weights seen by each conjugate of `g` add up to one
  have h2 : ∀ x : G, (∑ D ∈ cyclicSubgroups G,
      if x⁻¹ * g * x ∈ D then (a D : ℂ) * χ g else 0) = χ g := by
    intro x
    have h := congrArg (fun z : ℤ => (z : ℂ) * χ g) (ha (x⁻¹ * g * x))
    simp only [Int.cast_sum, Int.cast_ite, Int.cast_zero, Int.cast_one, Finset.sum_mul,
      ite_mul, zero_mul, one_mul] at h
    exact h
  simp only [h2, Finset.sum_const, Finset.card_univ, nsmul_eq_mul, Nat.card_eq_fintype_card]

omit [Fintype G] in
/-- Two class functions are equal if, for every cyclic subgroup, they agree on at least one of
its conjugates. -/
theorem eq_of_agree_on_cyclic {χ φ : G → ℂ} (hχ : IsClassFunction χ) (hφ : IsClassFunction φ)
    (h : ∀ C : Subgroup G, IsCyclic C → ∃ t : G, ∀ c ∈ C, χ (t⁻¹ * c * t) = φ (t⁻¹ * c * t)) :
    χ = φ := by
  funext g
  have hc : IsCyclic (Subgroup.zpowers g) :=
    ⟨⟨g, Subgroup.mem_zpowers g⟩, fun ⟨x, k, hk⟩ => ⟨k, Subtype.ext hk⟩⟩
  obtain ⟨t, ht⟩ := h _ hc
  rw [← hχ t g, ← hφ t g]
  exact ht g (Subgroup.mem_zpowers g)

end

end ArtinInduction
```

```lean
#print axioms ArtinInduction.mem_cyclicSubgroups
-- 'ArtinInduction.mem_cyclicSubgroups' depends on axioms: [propext, Classical.choice, Quot.sound]
#print axioms ArtinInduction.artin_induction
-- 'ArtinInduction.artin_induction' depends on axioms: [propext, Classical.choice, Quot.sound]
#print axioms ArtinInduction.artin_induction_integral
-- 'ArtinInduction.artin_induction_integral' depends on axioms: [propext, Classical.choice, Quot.sound]
#print axioms ArtinInduction.eq_of_agree_on_cyclic
-- 'ArtinInduction.eq_of_agree_on_cyclic' depends on axioms: [propext, Classical.choice, Quot.sound]
```

## How the Lean statements read

`G` is an arbitrary group, made finite by `[Fintype G]` where its elements are summed over or its cyclic subgroups are listed. `IsClassFunction χ` is invariance under $g\mapsto x^{-1}gx$, and `isClassFunction_trace` shows that the trace of any finite-dimensional complex matrix representation has this property. The representation need not be unitary or irreducible.

`res H χ` and `theta C` are functions on the subgroup only. For this reason `ind` carries a proof `h` that the conjugate lies in `H` before it evaluates `ψ` there. `Subgroup.zpowers g` is $\langle g\rangle$, and `cyclicSubgroups G` collects these subgroups without repetition. The lemma `mem_cyclicSubgroups` confirms that they are exactly the subgroups that Mathlib calls cyclic.

`artin_induction` states the first identity at each `g`. In `artin_induction_integral` the integers `a` are chosen before `χ`, which expresses that they depend on the group alone. `eq_of_agree_on_cyclic` is the determination statement, and it does not require `G` to be finite.

## How the Lean proofs follow the sums

`ind_theta_mul_res` is the cancellation of $|C|$. It compares the two sums term by term and splits each term by whether $x^{-1}gx$ generates $C$. If it does not, the term vanishes, either because $\theta_C$ is zero there or because the conjugate lies outside $C$.

`artin_induction` inserts this result and exchanges the sums with `Finset.sum_comm`. `Finset.sum_ite_eq` then picks out the single subgroup generated by $x^{-1}gx$.

`exists_cyclic_weights` builds $w_D$, called `a` there, by recursion along strict inclusion. The recursion ends because a finite group has finitely many subgroups. The step `hsplit` separates $\langle x\rangle$ from the larger subgroups containing $x$, and the recursion equation makes the total one. `artin_induction_integral` multiplies these weights by the subgroup orders and repeats the exchange of sums. `eq_of_agree_on_cyclic` is the one-line chain of equalities given above, applied to `Subgroup.zpowers g`.

## Characters, projected traces and rounding

Artin's theorem is usually stated for characters: each one is a rational combination of characters induced from cyclic subgroups. Dividing the integral version by $|G|$ gives such a combination, once it is known that `ind` turns the character of a subgroup representation into that of the induced representation. This is a standard fact, but the file treats `ind` purely as a formula on functions and does not establish it. Nor does the file decompose characters into irreps.

The class-function hypothesis matters in practice. If an active space keeps only some of the orbitals of a degenerate level that belongs to a single irrep, the retained orbitals do not carry a representation, and the traces of the projected symmetry operations need not be constant on conjugacy classes. The derivation by hand then shows that the first sum yields $\sum_x\chi(x^{-1}gx)$, which is $|G|$ times the class average. A code would thus receive smooth-looking data from a faulty input, so invariance should be tested first.

For half-integer spin, the matrices of the symmetry operations in general multiply like the point group only up to sign. Taking $G$ to be the double group turns them into a true representation, which is what `isClassFunction_trace` assumes. The linear groups $C_{\infty v}$ and $D_{\infty h}$ are infinite, so the two induction formulas do not apply to them. All values are exact complex numbers, and the theorems give no bound on how rounding errors in computed traces propagate.
